# Energies along the cube axes cannot separate a cubic anisotropy constant from a general symmetric tensor

The energy of a magnetic ion depends on the direction \(n\) of its magnetization, and a model with a second-rank tensor and a cubic term must settle whether the tensor may have a trace. Here it may:

\[
E(n)=n^{T}Mn+K\,(n_0^4+n_1^4+n_2^4),
\]

where \(M\) is a real \(3\times3\) matrix and 0, 1, 2 stand for x, y, z. The constant \(K\) is the strength of the fourth-order anisotropy that a cubic crystal field produces through spin–orbit coupling. The common textbook constant \(K_1\), which multiplies \(n_0^2n_1^2+n_1^2n_2^2+n_2^2n_0^2\), equals \(-2K\), up to a constant shift of the energy.

With \(e_i\) the unit vector along axis \(i\), \(u=(1,1,0)/\sqrt2\) and \(v=(1,-1,0)/\sqrt2\),

\[
E(e_i)-E(e_j)=M_{ii}-M_{jj},\qquad E(e_0)+E(e_1)-E(u)-E(v)=K .
\]

## Fitting anisotropy constants to total energies

An electronic-structure code can compute total energies with spin–orbit coupling for several fixed magnetization directions, and a symmetric \(M\) and the constant \(K\) can be fitted to them, provided the energy follows this two-term classical form. With axis energies only, the column for \(K\) in the least-squares matrix is the sum of the columns for \(M_{00}\), \(M_{11}\) and \(M_{22}\), so the fit is singular. For example, \(M=0,\ K=2\) and \(M=2\cdot\mathbf 1,\ K=0\) both give 2 on every axis, but 1 and 2 respectively along \(u\). In the four-direction combination, any common reference energy cancels.

If \(M\) were required to be traceless, with no energy offset, the three axis energies would sum to \(3K\) and would fix \(K\). Adding an unknown offset would remove that information again. The axis differences are free of \(K\) in either version.

## From components to the four-direction combination

Written out,

\[
E(n)=\sum_i M_{ii}n_i^2+\sum_{i<j}(M_{ij}+M_{ji})n_in_j+K\sum_i n_i^4 .
\]

On an axis this gives \(E(e_i)=M_{ii}+K\), and subtraction removes \(K\). Replacing \(K\) by \(K'\) and \(M\) by \(M+(K-K')\mathbf 1\) leaves all three axis energies unchanged, since \(M_{ii}+K-K'+K'=M_{ii}+K\).

Now take the perpendicular directions \((c,s,0)\) and \((-s,c,0)\), with \(c=\cos\varphi\) and \(s=\sin\varphi\). Their off-diagonal terms cancel, and \(c^2+s^2=1\) gives the summed energy

\[
M_{00}+M_{11}+2K(c^4+s^4)=M_{00}+M_{11}+2K-4Ks^2c^2 .
\]

The x and y axes together give \(M_{00}+M_{11}+2K\), which is larger by \(4Ks^2c^2=K\sin^2 2\varphi\). At \(\varphi=\pi/4\) the pair is \(u\) and \(-v\). Since \(E(-v)=E(v)\), the difference is \(K\).

Conversely, let two parameter sets with symmetric tensors agree on the unit sphere, and put \(D=M-M'\), \(\kappa=K-K'\). The axes give \(D_{ii}=-\kappa\). Adding the conditions at \((3/5,\pm4/5,0)\) and halving gives

\[
\tfrac{9}{25}D_{00}+\tfrac{16}{25}D_{11}+\tfrac{337}{625}\kappa=-\tfrac{288}{625}\kappa=0 .
\]

Hence \(\kappa=0\) and \(D_{ii}=0\). The direction \((3/5,4/5,0)\) then leaves \(\tfrac{24}{25}D_{01}=0\), and \((3/5,0,4/5)\) and \((0,3/5,4/5)\) do the same for \(D_{02}\) and \(D_{12}\).

In Lean 4 with Mathlib:

```lean
import Mathlib

open Matrix

namespace CubicAnisotropyScan

noncomputable section

/-- The anisotropy energy `n·Mn + K (n_x⁴ + n_y⁴ + n_z⁴)` for the direction `n`, with a
second-rank tensor `M` and a cubic constant `K`. -/
def energy (M : Matrix (Fin 3) (Fin 3) ℝ) (K : ℝ) (n : Fin 3 → ℝ) : ℝ :=
  n ⬝ᵥ (M *ᵥ n) + K * ∑ i, n i ^ 4

/-- The unit vector along the cube axis `i`, where `0, 1, 2` stand for x, y, z. -/
def axis (i : Fin 3) : Fin 3 → ℝ := Pi.single i 1

/-- The unit vector in the xy plane at angle `φ` from the x axis. -/
def inPlane (φ : ℝ) : Fin 3 → ℝ := ![Real.cos φ, Real.sin φ, 0]

/-- The face diagonal `(1, 1, 0)/√2`. -/
def diagonalU : Fin 3 → ℝ := ![1 / √2, 1 / √2, 0]

/-- The face diagonal `(1, -1, 0)/√2`. -/
def diagonalV : Fin 3 → ℝ := ![1 / √2, -(1 / √2), 0]

/-- The anisotropy energy written out in the components of the direction. -/
theorem energy_components (M : Matrix (Fin 3) (Fin 3) ℝ) (K : ℝ) (n : Fin 3 → ℝ) :
    energy M K n = M 0 0 * n 0 ^ 2 + M 1 1 * n 1 ^ 2 + M 2 2 * n 2 ^ 2
      + (M 0 1 + M 1 0) * (n 0 * n 1) + (M 0 2 + M 2 0) * (n 0 * n 2)
      + (M 1 2 + M 2 1) * (n 1 * n 2) + K * (n 0 ^ 4 + n 1 ^ 4 + n 2 ^ 4) := by
  simp only [energy, dotProduct, Matrix.mulVec, Fin.sum_univ_three]
  ring

/-- Along a cube axis the energy is the diagonal tensor element plus the cubic constant. -/
theorem energy_axis (M : Matrix (Fin 3) (Fin 3) ℝ) (K : ℝ) (i : Fin 3) :
    energy M K (axis i) = M i i + K := by
  fin_cases i <;> simp [energy_components, axis]

/-- The energy difference between two cube axes is the difference of the diagonal tensor
elements, whatever the cubic constant. -/
theorem axis_difference (M : Matrix (Fin 3) (Fin 3) ℝ) (K : ℝ) (i j : Fin 3) :
    energy M K (axis i) - energy M K (axis j) = M i i - M j j := by
  rw [energy_axis, energy_axis]
  ring

/-- For a symmetric tensor `M` and any other cubic constant `K'`, the tensor
`M + (K - K') 1` is symmetric and reproduces with `K'` the energies on all three axes. -/
theorem axis_scan_blind (M : Matrix (Fin 3) (Fin 3) ℝ) (hM : M.IsSymm) (K K' : ℝ) :
    (M + (K - K') • (1 : Matrix (Fin 3) (Fin 3) ℝ)).IsSymm ∧
      ∀ i, energy (M + (K - K') • (1 : Matrix (Fin 3) (Fin 3) ℝ)) K' (axis i)
        = energy M K (axis i) := by
  refine ⟨hM.add (Matrix.isSymm_one.smul _), fun i => ?_⟩
  rw [energy_axis, energy_axis]
  simp only [Matrix.add_apply, Matrix.smul_apply, Matrix.one_apply_eq, smul_eq_mul]
  ring

/-- The summed energy of the x and y axes exceeds that of the perpendicular pair turned by
`φ` in the xy plane by `K sin² 2φ`. -/
theorem perpendicular_pair (M : Matrix (Fin 3) (Fin 3) ℝ) (K φ : ℝ) :
    energy M K (axis 0) + energy M K (axis 1)
      - energy M K (inPlane φ) - energy M K (inPlane (φ + Real.pi / 2))
      = K * Real.sin (2 * φ) ^ 2 := by
  have h := Real.sin_sq_add_cos_sq φ
  rw [energy_axis, energy_axis, energy_components, energy_components, Real.sin_two_mul]
  simp only [inPlane, Real.cos_add_pi_div_two, Real.sin_add_pi_div_two,
    Matrix.cons_val_zero, Matrix.cons_val_one, Matrix.cons_val]
  -- the tensor part and the quartic part both reduce by sin² + cos² = 1
  linear_combination
    (-(M 0 0 + M 1 1) - 2 * K * (1 + Real.sin φ ^ 2 + Real.cos φ ^ 2)) * h

/-- The four-direction combination `E(x) + E(y) - E(u) - E(v)`, with `u` and `v` the face
diagonals of the xy plane, equals the cubic constant `K` for every tensor `M`. -/
theorem cubic_constant_from_diagonals (M : Matrix (Fin 3) (Fin 3) ℝ) (K : ℝ) :
    energy M K (axis 0) + energy M K (axis 1)
      - energy M K diagonalU - energy M K diagonalV = K := by
  have hs : (1 / √2 : ℝ) ^ 2 = 1 / 2 := by
    rw [div_pow, Real.sq_sqrt] <;> norm_num
  unfold diagonalU diagonalV
  -- only the square of the component 1/√2 matters
  generalize (1 / √2 : ℝ) = s at hs ⊢
  rw [energy_axis, energy_axis, energy_components, energy_components]
  simp only [Matrix.cons_val_zero, Matrix.cons_val_one, Matrix.cons_val]
  linear_combination (-2 * (M 0 0 + M 1 1) - 2 * K * (1 + 2 * s ^ 2)) * hs

/-- For symmetric tensors, two parameter sets give the same energy in every direction of the
unit sphere exactly when their tensors and their cubic constants agree. -/
theorem full_scan_determines (M M' : Matrix (Fin 3) (Fin 3) ℝ) (K K' : ℝ)
    (hM : M.IsSymm) (hM' : M'.IsSymm) :
    (∀ n : Fin 3 → ℝ, ∑ i, n i ^ 2 = 1 → energy M K n = energy M' K' n) ↔
      M = M' ∧ K = K' := by
  constructor
  · intro h
    have hc : ∀ a b c : ℝ, a ^ 2 + b ^ 2 + c ^ 2 = 1 →
        energy M K ![a, b, c] = energy M' K' ![a, b, c] := fun a b c habc =>
      h _ (by simpa [Fin.sum_univ_three] using habc)
    -- three axes and four oblique directions with rational components
    have h1 := hc 1 0 0 (by norm_num)
    have h2 := hc 0 1 0 (by norm_num)
    have h3 := hc 0 0 1 (by norm_num)
    have h4 := hc (3 / 5) (4 / 5) 0 (by norm_num)
    have h5 := hc (3 / 5) (-(4 / 5)) 0 (by norm_num)
    have h6 := hc (3 / 5) 0 (4 / 5) (by norm_num)
    have h7 := hc 0 (3 / 5) (4 / 5) (by norm_num)
    simp only [energy_components, Matrix.cons_val_zero, Matrix.cons_val_one,
      Matrix.cons_val] at h1 h2 h3 h4 h5 h6 h7
    norm_num at h1 h2 h3 h4 h5 h6 h7
    have s1 := hM.apply 0 1
    have s2 := hM.apply 0 2
    have s3 := hM.apply 1 2
    have t1 := hM'.apply 0 1
    have t2 := hM'.apply 0 2
    have t3 := hM'.apply 1 2
    -- the cubic constant comes first, then the tensor elements
    have hK : K = K' := by linarith
    have e00 : M 0 0 = M' 0 0 := by linarith
    have e11 : M 1 1 = M' 1 1 := by linarith
    have e22 : M 2 2 = M' 2 2 := by linarith
    have e01 : M 0 1 = M' 0 1 := by linarith
    have e02 : M 0 2 = M' 0 2 := by linarith
    have e12 : M 1 2 = M' 1 2 := by linarith
    have e10 : M 1 0 = M' 1 0 := by linarith
    have e20 : M 2 0 = M' 2 0 := by linarith
    have e21 : M 2 1 = M' 2 1 := by linarith
    refine ⟨?_, hK⟩
    ext i j
    fin_cases i <;> fin_cases j <;> simp [e00, e11, e22, e01, e02, e12, e10, e20, e21]
  · rintro ⟨rfl, rfl⟩ n _
    rfl

end

end CubicAnisotropyScan
```

```lean
#print axioms CubicAnisotropyScan.energy_axis
#print axioms CubicAnisotropyScan.axis_difference
#print axioms CubicAnisotropyScan.cubic_constant_from_diagonals
#print axioms CubicAnisotropyScan.full_scan_determines
```

```
'CubicAnisotropyScan.energy_axis' depends on axioms: [propext, Classical.choice, Quot.sound]
'CubicAnisotropyScan.axis_difference' depends on axioms: [propext, Classical.choice, Quot.sound]
'CubicAnisotropyScan.cubic_constant_from_diagonals' depends on axioms: [propext, Classical.choice, Quot.sound]
'CubicAnisotropyScan.full_scan_determines' depends on axioms: [propext, Classical.choice, Quot.sound]
```

## What the theorems fix, and for which energies

In `energy`, `*ᵥ` applies the matrix and `⬝ᵥ` is the dot product. The direction is any real vector; unit length is a condition only in `full_scan_determines`. Symmetry, `IsSymm`, is assumed there and in `axis_scan_blind`, while the other theorems hold for every real \(M\). An antisymmetric part does not affect the energy, so energies alone could not determine it.

`energy_components` supplies the expansion, and `energy_axis` evaluates it on the axes. In `perpendicular_pair`, `linear_combination` uses a multiple of \(\sin^2\varphi+\cos^2\varphi=1\). `cubic_constant_from_diagonals` is proved directly: `generalize` replaces \(1/\sqrt2\) by a number \(s\) of which only \(s^2=1/2\) is kept. For the converse, `h1` to `h7` are the seven directional equations, and `linarith` solves them for \(K\) first, then for the tensor elements.

The step left to physics is that the real energy has this form. Other fourth-order terms, which a site of lower symmetry allows, can enter the four-direction combination, and \(E(n)\) is a classical energy function, not the level scheme of a quantum spin.
